# The distinct eigenvalues of L_z ⊗ σ_z/2 are m/2 for m = −l, …, l

For a natural number l, `collinear_levels` concerns the operator L_z ⊗ σ_z/2 on the (2l + 1) · 2-dimensional space of an orbital angular momentum l and a spin one half, with ħ = 1 and no coupling constant. It states that the set of its real eigenvalues is exactly the set of values (l − k)/2 for k = 0, …, 2l, that is, m/2 with m = l − k; multiplicities are not counted. Eigenvectors need only be nonzero, not normalised, which does not affect the eigenvalues. Since the matrix is diagonal, the proof takes a nonzero component of an eigenvector and reads off E, matching a spin-down state at m with the spin-up value at −m through `k.rev`. Conversely, each listed value is attained by a spin-up basis vector.

In Lean, a first try:

```lean
import Mathlib

open Matrix
open scoped Kronecker

namespace CollinearLevels

noncomputable section

/-- The matrix `L_z`, diagonal with entries `m = l - k` for `k = 0, …, 2l`. -/
def Lz (l : ℕ) : Matrix (Fin (2 * l + 1)) (Fin (2 * l + 1)) ℂ :=
  diagonal fun k => (l : ℂ) - ((k : ℕ) : ℂ)

/-- The collinear operator `L_z ⊗ σ_z / 2`. -/
def collinear (l : ℕ) : Matrix (Fin (2 * l + 1) × Fin 2) (Fin (2 * l + 1) × Fin 2) ℂ :=
  Lz l ⊗ₖ diagonal ![1 / 2, -(1 / 2)]

variable {n : Type*} [Fintype n] [DecidableEq n]

/-- The levels of an operator: its real eigenvalues. -/
def levels (A : Matrix n n ℂ) : Set ℝ := {E | ∃ v ≠ 0, A *ᵥ v = (E : ℂ) • v}

/-- The levels of the collinear operator are `(l - k) / 2` for `k = 0, …, 2l`. -/
theorem collinear_levels (l : ℕ) : levels (collinear l) =
    Set.range fun k : Fin (2 * l + 1) => ((l : ℝ) - ((k : ℕ) : ℝ)) / 2 := by
  ext E
  simp only [levels, collinear, Lz, diagonal_kronecker_diagonal, Set.mem_setOf_eq, Set.mem_range]
  constructor
  · rintro ⟨v, hv, h⟩
    obtain ⟨⟨k, s⟩, hk⟩ := Function.ne_iff.1 hv
    have e := congrFun h (k, s)
    rw [mulVec_diagonal, Pi.smul_apply, smul_eq_mul] at e
    have e' := mul_right_cancel₀ hk e
    fin_cases s
    · have e2 : ((l : ℂ) - ((k : ℕ) : ℂ)) * (1 / 2) = E := e'
      refine ⟨k, Complex.ofReal_injective ?_⟩
      push_cast
      linear_combination e2
    · -- spin down at `m` has the energy of spin up at `-m`
      have e2 : ((l : ℂ) - ((k : ℕ) : ℂ)) * (-(1 / 2)) = E := e'
      have hr : (k.rev : ℕ) + (k : ℕ) = 2 * l := by
        rw [Fin.val_rev]
        omega
      have hr' : ((k.rev : ℕ) : ℂ) + ((k : ℕ) : ℂ) = 2 * l := by exact_mod_cast hr
      refine ⟨k.rev, Complex.ofReal_injective ?_⟩
      push_cast only [Complex.ofReal_div, Complex.ofReal_sub, Complex.ofReal_natCast]
      linear_combination e2 - hr' / 2
  · rintro ⟨k, rfl⟩
    refine ⟨Pi.single (k, 0) 1, by simp, ?_⟩
    ext p
    rw [mulVec_diagonal, Pi.smul_apply, smul_eq_mul]
    rcases eq_or_ne p (k, 0) with rfl | h
    · simp
      ring
    · simp [h]

end

end CollinearLevels
```

Compiling this gives:

```
Main.lean:27:65: warning: `Set.mem_setOf_eq` has been deprecated: Use `Set.mem_ofPred_eq` instead
Main.lean:47:6: error: ring failed, ring expressions not equal
l : ℕ
E : ℝ
v : Fin (2 * l + 1) × Fin 2 → ℂ
hv : v ≠ 0
h : (diagonal fun mn => (↑l - ↑↑mn.1) * ![1 / 2, -(1 / 2)] mn.2) *ᵥ v = ↑E • v
k : Fin (2 * l + 1)
hk : v (k, (fun i => i) ⟨1, ⋯⟩) ≠ 0 (k, (fun i => i) ⟨1, ⋯⟩)
e :
  (↑l - ↑↑(k, (fun i => i) ⟨1, ⋯⟩).1) * ![1 / 2, -(1 / 2)] (k, (fun i => i) ⟨1, ⋯⟩).2 * v (k, (fun i => i) ⟨1, ⋯⟩) =
    ↑E * v (k, (fun i => i) ⟨1, ⋯⟩)
e' : (↑l - ↑↑(k, (fun i => i) ⟨1, ⋯⟩).1) * ![1 / 2, -(1 / 2)] (k, (fun i => i) ⟨1, ⋯⟩).2 = ↑E
e2 : (↑l - ↑↑k) * -(1 / 2) = ↑E
hr : ↑k.rev + ↑k = 2 * l
hr' : ↑↑k.rev + ↑↑k = 2 * ↑l
⊢ ↑l * (-1 / 2) + ↑l * (↑2)⁻¹ + ↑↑k.rev * (1 / 2) - ↑↑k.rev * (↑2)⁻¹ = 0
```

What went wrong. The error arises in the spin-down case, where `linear_combination` leaves a goal that `ring` cannot close. That goal contains both `1 / 2` and `(↑2)⁻¹`. The `↑2` is the real number 2 cast to ℂ, which `ring` does not identify with the complex numeral 2, so the terms do not cancel. The cast survives because `push_cast only` was given lemmas for division, subtraction and natural-number casts, but none for a real numeral such as 2.

The repair adds `Complex.ofReal_ofNat`, which turns the cast into the complex numeral 2. The terms then cancel, and the same `linear_combination` succeeds. The added lemma is what answers the error; nothing in the message calls for the accompanying change from `push_cast only` to `simp only`.

The warning is separate: `Set.mem_setOf_eq` is deprecated, and the diff uses the suggested `Set.mem_ofPred_eq` instead. This is mere tidying.

This version goes through:

```diff
@@ -25,5 +25,5 @@
     Set.range fun k : Fin (2 * l + 1) => ((l : ℝ) - ((k : ℕ) : ℝ)) / 2 := by
   ext E
-  simp only [levels, collinear, Lz, diagonal_kronecker_diagonal, Set.mem_setOf_eq, Set.mem_range]
+  simp only [levels, collinear, Lz, diagonal_kronecker_diagonal, Set.mem_ofPred_eq, Set.mem_range]
   constructor
   · rintro ⟨v, hv, h⟩
@@ -44,5 +44,6 @@
       have hr' : ((k.rev : ℕ) : ℂ) + ((k : ℕ) : ℂ) = 2 * l := by exact_mod_cast hr
       refine ⟨k.rev, Complex.ofReal_injective ?_⟩
-      push_cast only [Complex.ofReal_div, Complex.ofReal_sub, Complex.ofReal_natCast]
+      simp only [Complex.ofReal_div, Complex.ofReal_sub, Complex.ofReal_natCast,
+        Complex.ofReal_ofNat]
       linear_combination e2 - hr' / 2
   · rintro ⟨k, rfl⟩
```
